# The effective g factor averaged over the three principal axes is the mean of the nonnegative principal values

For a real, diagonal 3 × 3 g tensor with nonnegative principal values `d`, the effective g factor along a unit vector n is the length of the vector gn. The theorem says that the three Cartesian axes, each with weight 1/3, form an orientation grid: the weights are positive, the vectors have unit length, and the weighted sum of the products nnᵀ is one third of the identity. It also says that the effective g factor averaged over this grid is (d₀ + d₁ + d₂)/3. The attempt checks the unit lengths and the second moment case by case, then shows that the effective g factor along axis k is the square root of `d k ^ 2`, which is `d k` because `d k` is nonnegative.

The first attempt, which Lean rejects:

```lean
import Mathlib

open Matrix

namespace AxesAttainLower

noncomputable section

/-- The effective g factor along the direction `n`: the length of the vector `g n`. -/
def gEff (g : Matrix (Fin 3) (Fin 3) ℝ) (n : Fin 3 → ℝ) : ℝ :=
  √((g *ᵥ n) ⬝ᵥ (g *ᵥ n))

/-- A finite orientation grid: positive weights `w k` and unit vectors `n k` whose weighted
second moment `∑ w n nᵀ` is one third of the identity. -/
structure IsPowderGrid {ι : Type*} [Fintype ι] (w : ι → ℝ) (n : ι → Fin 3 → ℝ) : Prop where
  pos : ∀ k, 0 < w k
  unit : ∀ k, n k ⬝ᵥ n k = 1
  moment : ∀ i j, ∑ k, w k * (n k i * n k j) =
    1 / 3 * (1 : Matrix (Fin 3) (Fin 3) ℝ) i j

/-- The orientation-averaged g factor: the weighted sum of the effective g factors. -/
def powderMean {ι : Type*} [Fintype ι] (g : Matrix (Fin 3) (Fin 3) ℝ)
    (w : ι → ℝ) (n : ι → Fin 3 → ℝ) : ℝ :=
  ∑ k, w k * gEff g (n k)

/-- The three Cartesian axes. -/
def axes : Fin 3 → Fin 3 → ℝ := ![![1, 0, 0], ![0, 1, 0], ![0, 0, 1]]

/-- The three axes with equal weights form an orientation grid, on which a diagonal g tensor
with nonnegative principal values `d` has their arithmetic mean as averaged g factor. -/
theorem axes_attain_lower (d : Fin 3 → ℝ) (hd : ∀ i, 0 ≤ d i) :
    IsPowderGrid (fun _ : Fin 3 => (1 / 3 : ℝ)) axes ∧
      powderMean (diagonal d) (fun _ => 1 / 3) axes = (d 0 + d 1 + d 2) / 3 := by
  refine ⟨⟨fun _ => by norm_num, fun k => ?_, fun i j => ?_⟩, ?_⟩
  · fin_cases k <;> norm_num [axes, dotProduct, Fin.sum_univ_three]
  · fin_cases i <;> fin_cases j <;> norm_num [axes, Fin.sum_univ_three, Matrix.one_apply]
  · have hval : ∀ k, gEff (diagonal d) (axes k) = d k := by
      intro k
      have e : (diagonal d *ᵥ axes k) ⬝ᵥ (diagonal d *ᵥ axes k) = d k ^ 2 := by
        simp only [dotProduct, Matrix.mulVec_diagonal, Fin.sum_univ_three]
        fin_cases k <;> simp [axes] <;> ring
      rw [gEff, e, Real.sqrt_sq (hd k)]
    simp only [powderMean, hval, Fin.sum_univ_three]
    ring

end

end AxesAttainLower
```

Lean reports:

```
Main.lean:35:2: error: unsolved goals
case refine_1.«0»
d : Fin 3 → ℝ
hd : ∀ (i : Fin 3), 0 ≤ d i
⊢ ![1, 0, 0] 2 = 0

case refine_1.«1»
d : Fin 3 → ℝ
hd : ∀ (i : Fin 3), 0 ≤ d i
⊢ ![0, 1, 0] 2 = 0

case refine_1.«2»
d : Fin 3 → ℝ
hd : ∀ (i : Fin 3), 0 ≤ d i
⊢ ![0, 0, 1] 2 * ![0, 0, 1] 2 = 1
Main.lean:36:2: error: unsolved goals
case refine_2.«0».«0»
d : Fin 3 → ℝ
hd : ∀ (i : Fin 3), 0 ≤ d i
⊢ vecCons 1 (fun i => vecCons 0 (fun i => 0) i) 2 = 0

case refine_2.«0».«1»
d : Fin 3 → ℝ
hd : ∀ (i : Fin 3), 0 ≤ d i
⊢ vecCons 1 (fun i => vecCons 0 (fun i => 0) i) 2 = 0 ∨ vecCons 0 (fun i => vecCons 1 (fun i => 0) i) 2 = 0

case refine_2.«0».«2»
d : Fin 3 → ℝ
hd : ∀ (i : Fin 3), 0 ≤ d i
⊢ vecCons 1 (fun i => vecCons 0 (fun i => 0) i) 2 = 0 ∨ vecCons 0 (fun i => vecCons 0 (fun i => 1) i) 2 = 0

case refine_2.«1».«0»
d : Fin 3 → ℝ
hd : ∀ (i : Fin 3), 0 ≤ d i
⊢ vecCons 0 (fun i => vecCons 1 (fun i => 0) i) 2 = 0 ∨ vecCons 1 (fun i => vecCons 0 (fun i => 0) i) 2 = 0

case refine_2.«1».«1»
d : Fin 3 → ℝ
hd : ∀ (i : Fin 3), 0 ≤ d i
⊢ vecCons 0 (fun i => vecCons 1 (fun i => 0) i) 2 = 0

case refine_2.«1».«2»
d : Fin 3 → ℝ
hd : ∀ (i : Fin 3), 0 ≤ d i
⊢ vecCons 0 (fun i => vecCons 1 (fun i => 0) i) 2 = 0 ∨ vecCons 0 (fun i => vecCons 0 (fun i => 1) i) 2 = 0

case refine_2.«2».«0»
d : Fin 3 → ℝ
hd : ∀ (i : Fin 3), 0 ≤ d i
⊢ vecCons 0 (fun i => vecCons 0 (fun i => 1) i) 2 = 0 ∨ vecCons 1 (fun i => vecCons 0 (fun i => 0) i) 2 = 0

case refine_2.«2».«1»
d : Fin 3 → ℝ
hd : ∀ (i : Fin 3), 0 ≤ d i
⊢ vecCons 0 (fun i => vecCons 0 (fun i => 1) i) 2 = 0 ∨ vecCons 0 (fun i => vecCons 1 (fun i => 0) i) 2 = 0

case refine_2.«2».«2»
d : Fin 3 → ℝ
hd : ∀ (i : Fin 3), 0 ≤ d i
⊢ vecCons 0 (fun i => vecCons 0 (fun i => 1) i) 2 * vecCons 0 (fun i => vecCons 0 (fun i => 1) i) 2 = 1
```

Cause. Both errors are leftover goals, the first from the unit lengths and the second from the second moment. All of them are true, and in each the unevaluated part is the term of a sum with summation index 2. For the unit lengths the sum runs over components, so what remains is the last component of an axis vector, as in `![1, 0, 0] 2 = 0`. For the second moment the sum runs over the axes, so what remains are components of the third axis. There `vecCons 1 (fun i => vecCons 0 (fun i => 0) i) 2` lists the first components of the three axes and picks out the third axis's. The "or" goals come from products that must vanish.

The `norm_num` calls expanded the sums and evaluated the terms with summation index 0 and 1, but left the vector entries at the index `2` from the expansion standing. Plain `simp` can evaluate them, because it also runs Mathlib's simplification procedure for entries of explicit vectors, which `norm_num` does not. The repair therefore closes the cases with `simp [axes]` in both places.

Expanding the sums before the case split is a rearrangement, since the failing calls had already expanded them. Dropping `Matrix.one_apply` is tidying: `simp` can evaluate the entries of the identity matrix without being given it.

The change, after which it compiles:

```diff
@@ -33,6 +33,8 @@
       powderMean (diagonal d) (fun _ => 1 / 3) axes = (d 0 + d 1 + d 2) / 3 := by
   refine ⟨⟨fun _ => by norm_num, fun k => ?_, fun i j => ?_⟩, ?_⟩
-  · fin_cases k <;> norm_num [axes, dotProduct, Fin.sum_univ_three]
-  · fin_cases i <;> fin_cases j <;> norm_num [axes, Fin.sum_univ_three, Matrix.one_apply]
+  · simp only [dotProduct, Fin.sum_univ_three]
+    fin_cases k <;> simp [axes]
+  · simp only [Fin.sum_univ_three]
+    fin_cases i <;> fin_cases j <;> simp [axes]
   · have hval : ∀ k, gEff (diagonal d) (axes k) = d k := by
       intro k
```
